# The Haar wavelets on [0,1], together with the constant 1, are orthonormal

## A narrow wavelet on half of a wide one

Let ψ be 1 on [0,1/2), −1 on [1/2,1) and 0 elsewhere. The narrower function √2 ψ(2x) is √2 on [0,1/4), −√2 on [1/4,1/2) and 0 elsewhere. Where it is nonzero, ψ has the constant value 1, so

∫₀¹ ψ(x) √2 ψ(2x) dx = √2/4 − √2/4 = 0.

The wide function is constant where the narrow one lives, and the narrow one has zero mean. The same mechanism works at every pair of different scales.

## An overlap matrix equal to the identity

In a finite basis with overlap matrix S, the stationary Schrödinger equation is approximated by Hc = E S c, where H is the Hamiltonian matrix, c the vector of expansion coefficients and E the energy. For finitely many Haar functions on [0,1], S is the identity and the right-hand side is simply E c. The kinetic part of H is another matter. Every wavelet jumps inside [0,1], so its kinetic energy is infinite, and integrating the squared derivative only between the jumps would wrongly give zero. A usable H therefore needs a kinetic term built in another way, for instance from finite differences.

The wavelets are

ψ_{j,k}(x) = 2^(j/2) ψ(2^j x − k), j = 0, 1, 2, …, 0 ≤ k < 2^j.

In Lean, ψ is `haarMother` and ψ_{j,k} is `haarWavelet j k`, with a real exponent j/2. The family `haarBasis` has the constant 1 at index `none` and ψ_{j,k} at `some ⟨j, k⟩`; the type `Fin (2 ^ j)` enforces k < 2^j. Write φ_a for the member with index a. The theorem `haar_orthonormal` says that, for all indices a and b,

∫₀¹ φ_a φ_b dx = 1 if a = b, and 0 otherwise.

For a finite index set s and real coefficients c_a, let f = Σ_{a∈s} c_a φ_a. Two further theorems state

∫₀¹ f φ_b dx = c_b for b in s (`haar_coefficient`),

∫₀¹ f² dx = Σ_{a∈s} c_a² (`haar_parseval`).

The second is Parseval's identity for finite sums; completeness of the family is not addressed. A real orbital is in general not a finite Haar sum, and the error of replacing it by one has to be estimated separately.

## Means, norms and dyadic jumps

**Mean and norm.** Substitute y = 2^j x − k, so dx = 2^(−j) dy. The limits become −k and 2^j − k, and this interval contains [0,1] because k < 2^j. Hence

∫₀¹ ψ_{j,k} dx = 2^(j/2) 2^(−j) ∫ψ dy = 2^(−j/2) (1/2 − 1/2) = 0,

∫₀¹ ψ_{j,k}² dx = 2^j 2^(−j) ∫ψ² dy = 1.

The constant has norm 1, and its overlap with a wavelet is that wavelet's mean, 0.

**Equal scales.** If ψ_{j,k} and ψ_{j,n} are both nonzero at x, then k ≤ 2^j x < k+1 and n ≤ 2^j x < n+1, which forces k = n. For k ≠ n the product vanishes everywhere.

**Different scales.** Let the finer wavelet be ψ_{i,n} with i = j+m+1 and m ≥ 0. In the variable 2^i x its support is [n, n+1), while the jumps of ψ_{j,k} lie at

2^(m+1) k, 2^m (2k+1), 2^(m+1) (k+1).

These are integers, so none lies strictly between n and n+1. A jump at n itself does no harm, since ψ takes its new value at the jump. Therefore

ψ_{j,k}(x) ψ_{i,n}(x) = ψ_{j,k}(n/2^i) ψ_{i,n}(x),

and the integral is a constant times the zero mean of ψ_{i,n}.

**Finite sums.** By linearity,

∫₀¹ f φ_b dx = Σ_{a∈s} c_a ∫₀¹ φ_a φ_b dx = c_b,

∫₀¹ f² dx = Σ_{a,b∈s} c_a c_b ∫₀¹ φ_a φ_b dx = Σ_{a∈s} c_a².

## The complete Lean file

```lean
import Mathlib

open MeasureTheory

namespace HaarWavelets

noncomputable section

/-- The Haar mother wavelet: 1 on [0,1/2), -1 on [1/2,1) and 0 elsewhere. -/
def haarMother (x : ℝ) : ℝ :=
  if 0 ≤ x ∧ x < 1 / 2 then 1 else if 1 / 2 ≤ x ∧ x < 1 then -1 else 0

/-- The Haar wavelet of scale `j` and position `k`: `2^(j/2) ψ(2^j x - k)`. -/
def haarWavelet (j k : ℕ) (x : ℝ) : ℝ :=
  (2 : ℝ) ^ ((j : ℝ) / 2) * haarMother ((2 : ℝ) ^ j * x - k)

/-- The Haar family: the constant 1, and the wavelets with `0 ≤ k < 2^j`. -/
def haarBasis : Option (Σ j : ℕ, Fin (2 ^ j)) → ℝ → ℝ
  | none, _ => 1
  | some ⟨j, k⟩, x => haarWavelet j k x

/-- A box of height 1 on [u,v) has integral `v - u` over any interval [a,b] that contains it. -/
theorem integral_box {a b u v : ℝ} (hau : a ≤ u) (huv : u ≤ v) (hvb : v ≤ b) :
    ∫ x in a..b, (Set.Ico u v).indicator (fun _ => (1 : ℝ)) x = v - u := by
  have hab : a ≤ b := by linarith
  have hsub : Set.Ico u v ⊆ Set.Icc a b :=
    fun x hx => ⟨hau.trans hx.1, hx.2.le.trans hvb⟩
  rw [intervalIntegral.integral_of_le hab, ← integral_Icc_eq_integral_Ioc,
    setIntegral_indicator measurableSet_Ico, Set.inter_eq_right.2 hsub,
    integral_Ico_eq_integral_Ioc, ← intervalIntegral.integral_of_le huv]
  simp

/-- Over any interval that contains [0,1], the mother wavelet has integral 0 and its square
has integral 1. -/
theorem haarMother_integrals {a b : ℝ} (ha : a ≤ 0) (hb : 1 ≤ b) :
    ∫ x in a..b, haarMother x = 0 ∧ ∫ x in a..b, haarMother x * haarMother x = 1 := by
  have hint : ∀ u v : ℝ, IntervalIntegrable
      (fun x => (Set.Ico u v).indicator (fun _ => (1 : ℝ)) x) volume a b := fun u v =>
    ((integrable_indicator_iff measurableSet_Ico).2
      (continuous_const.integrableOn_Icc.mono_set Set.Ico_subset_Icc_self)).intervalIntegrable
  -- the wavelet is a difference of two boxes, its square is a single box
  have e1 : ∀ x, haarMother x = (Set.Ico (0 : ℝ) (1 / 2)).indicator (fun _ => (1 : ℝ)) x
      - (Set.Ico (1 / 2 : ℝ) 1).indicator (fun _ => (1 : ℝ)) x := by
    intro x
    simp only [haarMother, Set.indicator, Set.mem_Ico]
    split_ifs <;> grind
  have e2 : ∀ x, haarMother x * haarMother x
      = (Set.Ico (0 : ℝ) 1).indicator (fun _ => (1 : ℝ)) x := by
    intro x
    simp only [haarMother, Set.indicator, Set.mem_Ico]
    split_ifs <;> grind
  constructor
  · simp only [e1]
    rw [intervalIntegral.integral_sub (hint _ _) (hint _ _),
      integral_box ha (by norm_num) (by linarith),
      integral_box (by linarith) (by norm_num) hb]
    norm_num
  · simp only [e2]
    rw [integral_box ha zero_le_one hb, sub_zero]

/-- The mother wavelet vanishes outside [0,1). -/
theorem haarMother_outside {y : ℝ} (h : ¬(0 ≤ y ∧ y < 1)) : haarMother y = 0 := by
  unfold haarMother
  rw [if_neg, if_neg] <;> rintro ⟨h1, h2⟩ <;> exact h ⟨by linarith, by linarith⟩

/-- Each wavelet with `k < 2^j` has zero mean and unit norm on [0,1]. -/
theorem haarWavelet_integrals {j k : ℕ} (hk : k < 2 ^ j) :
    ∫ x in (0 : ℝ)..1, haarWavelet j k x = 0 ∧
      ∫ x in (0 : ℝ)..1, haarWavelet j k x * haarWavelet j k x = 1 := by
  have hc : (2 : ℝ) ^ j ≠ 0 := by positivity
  have hk' : (k : ℝ) + 1 ≤ 2 ^ j := by exact_mod_cast Nat.succ_le_of_lt hk
  have hk0 : (0 : ℝ) ≤ k := Nat.cast_nonneg k
  -- after the substitution y = 2^j x - k the interval still contains [0,1]
  have ha : (2 : ℝ) ^ j * 0 - k ≤ 0 := by linarith
  have hb : 1 ≤ (2 : ℝ) ^ j * 1 - k := by linarith
  obtain ⟨h0, h1⟩ := haarMother_integrals ha hb
  constructor
  · simp only [haarWavelet]
    rw [intervalIntegral.integral_const_mul,
      intervalIntegral.integral_comp_mul_sub haarMother hc, h0, smul_zero, mul_zero]
  · have hs : (2 : ℝ) ^ ((j : ℝ) / 2) * (2 : ℝ) ^ ((j : ℝ) / 2) = 2 ^ j := by
      rw [← Real.rpow_add two_pos, add_halves, Real.rpow_natCast]
    have e : ∀ x, haarWavelet j k x * haarWavelet j k x = (2 : ℝ) ^ j *
        (haarMother ((2 : ℝ) ^ j * x - k) * haarMother ((2 : ℝ) ^ j * x - k)) := by
      intro x
      simp only [haarWavelet]
      linear_combination (haarMother ((2 : ℝ) ^ j * x - k)) ^ 2 * hs
    have i := intervalIntegral.integral_comp_mul_sub (a := 0) (b := 1)
      (fun y => haarMother y * haarMother y) hc (k : ℝ)
    rw [h1] at i
    simp only [e]
    rw [intervalIntegral.integral_const_mul, i, smul_eq_mul, mul_one, mul_inv_cancel₀ hc]

/-- Two wavelets of the same scale at different positions have product zero everywhere. -/
theorem haarWavelet_disjoint (j : ℕ) {k n : ℕ} (h : k ≠ n) (x : ℝ) :
    haarWavelet j k x * haarWavelet j n x = 0 := by
  by_cases h1 : 0 ≤ (2 : ℝ) ^ j * x - k ∧ (2 : ℝ) ^ j * x - k < 1
  · by_cases h2 : 0 ≤ (2 : ℝ) ^ j * x - n ∧ (2 : ℝ) ^ j * x - n < 1
    · have a1 : (k : ℝ) < n + 1 := by linarith [h1.1, h2.2]
      have a2 : (n : ℝ) < k + 1 := by linarith [h2.1, h1.2]
      have b1 : k < n + 1 := by exact_mod_cast a1
      have b2 : n < k + 1 := by exact_mod_cast a2
      omega
    · simp only [haarWavelet, haarMother_outside h2, mul_zero]
  · simp only [haarWavelet, haarMother_outside h1, mul_zero, zero_mul]

/-- In a product with a finer wavelet, a coarser wavelet may be replaced by its value at the
left end `n / 2^(j+m+1)` of the finer one's support. -/
theorem haarWavelet_mul_finer (j m k n : ℕ) (x : ℝ) :
    haarWavelet j k x * haarWavelet (j + m + 1) n x =
      haarWavelet j k (n / 2 ^ (j + m + 1)) * haarWavelet (j + m + 1) n x := by
  by_cases hy : 0 ≤ (2 : ℝ) ^ (j + m + 1) * x - n ∧ (2 : ℝ) ^ (j + m + 1) * x - n < 1
  · have hP : (0 : ℝ) < 2 ^ (m + 1) := by positivity
    have hJ : (2 : ℝ) ^ (j + m + 1) = 2 ^ (m + 1) * 2 ^ j := by ring
    have hX : (2 : ℝ) ^ (m + 1) * (2 ^ j * x) = 2 ^ (j + m + 1) * x := by rw [hJ]; ring
    have hX0 : (2 : ℝ) ^ (m + 1) * (2 ^ j * (n / 2 ^ (j + m + 1))) = n := by
      rw [← mul_assoc, ← hJ]
      exact mul_div_cancel₀ _ (by positivity)
    have key : ∀ (z t : ℝ) (N : ℕ), (N : ℝ) = 2 ^ (m + 1) * (k + t) →
        (z - k < t ↔ 2 ^ (m + 1) * z < (N : ℝ)) := fun z t N hN =>
      ⟨fun h => by rw [hN]; exact mul_lt_mul_of_pos_left (by linarith) hP,
       fun h => by rw [hN] at h; linarith [lt_of_mul_lt_mul_left h hP.le]⟩
    -- a jump of the coarse wavelet sits at an integer N of the fine grid
    have same : ∀ (t : ℝ) (N : ℕ), (N : ℝ) = 2 ^ (m + 1) * (k + t) →
        ((2 : ℝ) ^ j * x - k < t ↔ (2 : ℝ) ^ j * (n / 2 ^ (j + m + 1)) - k < t) := by
      intro t N hN
      refine (key _ t N hN).trans (Iff.trans ?_ (key _ t N hN).symm)
      rw [hX, hX0]
      constructor
      · intro h
        linarith [hy.1]
      · intro h
        have h' : n < N := by exact_mod_cast h
        have h'' : (n : ℝ) + 1 ≤ N := by exact_mod_cast Nat.succ_le_of_lt h'
        linarith [hy.2]
    have h0 := same 0 (2 ^ (m + 1) * k) (by push_cast; ring)
    have h1 := same (1 / 2) (2 ^ m * (2 * k + 1)) (by push_cast; ring)
    have h2 := same 1 (2 ^ (m + 1) * (k + 1)) (by push_cast; ring)
    have e : haarMother ((2 : ℝ) ^ j * x - k)
        = haarMother ((2 : ℝ) ^ j * (n / 2 ^ (j + m + 1)) - k) :=
      if_congr (and_congr (not_lt.symm.trans ((not_congr h0).trans not_lt)) h1) rfl
        (if_congr (and_congr (not_lt.symm.trans ((not_congr h1).trans not_lt)) h2) rfl rfl)
    simp only [haarWavelet, e]
  · simp only [haarWavelet, haarMother_outside hy, mul_zero]

/-- The Haar family is orthonormal on [0,1]: its overlap matrix is the identity. -/
theorem haar_orthonormal (a b : Option (Σ j : ℕ, Fin (2 ^ j))) :
    ∫ x in (0 : ℝ)..1, haarBasis a x * haarBasis b x = if a = b then 1 else 0 := by
  -- different scales: the product is a constant times the finer wavelet
  have fine : ∀ j m k n : ℕ, n < 2 ^ (j + m + 1) →
      ∫ x in (0 : ℝ)..1, haarWavelet j k x * haarWavelet (j + m + 1) n x = 0 := by
    intro j m k n hn
    rw [intervalIntegral.integral_congr (fun x _ => haarWavelet_mul_finer j m k n x),
      intervalIntegral.integral_const_mul, (haarWavelet_integrals hn).1, mul_zero]
  rcases a with _ | ⟨j, k⟩ <;> rcases b with _ | ⟨i, n⟩
  · simp [haarBasis]
  · simp [haarBasis, (haarWavelet_integrals n.isLt).1]
  · simp [haarBasis, (haarWavelet_integrals k.isLt).1]
  · simp only [haarBasis]
    rcases lt_trichotomy j i with h | rfl | h
    · rw [if_neg (fun q => h.ne (congrArg Sigma.fst (Option.some.inj q)))]
      obtain ⟨m, rfl⟩ := Nat.exists_eq_add_of_lt h
      exact fine j m k n n.isLt
    · by_cases hkn : k = n
      · subst hkn
        rw [if_pos rfl]
        exact (haarWavelet_integrals k.isLt).2
      · have hv : (k : ℕ) ≠ n := fun q => hkn (Fin.ext q)
        simp [haarWavelet_disjoint j hv, hkn]
    · rw [if_neg (fun q => h.ne' (congrArg Sigma.fst (Option.some.inj q)))]
      obtain ⟨m, rfl⟩ := Nat.exists_eq_add_of_lt h
      simp only [mul_comm (haarWavelet (i + m + 1) k _)]
      exact fine i m n k k.isLt

/-- The product of any two members of the Haar family is integrable on [0,1]. -/
theorem haarBasis_mul_integrable (a b : Option (Σ j : ℕ, Fin (2 ^ j))) :
    IntervalIntegrable (fun x => haarBasis a x * haarBasis b x) volume 0 1 := by
  have hm : Measurable haarMother := by
    unfold haarMother
    exact Measurable.ite measurableSet_Ico measurable_const
      (Measurable.ite measurableSet_Ico measurable_const measurable_const)
  have h1 : ∀ y, |haarMother y| ≤ 1 := by
    intro y
    unfold haarMother
    split_ifs <;> norm_num
  -- every member is measurable and bounded
  have hB : ∀ c, Measurable (haarBasis c) ∧ ∃ C, ∀ x, |haarBasis c x| ≤ C := by
    rintro (_ | ⟨j, k⟩)
    · exact ⟨measurable_const, 1, fun x => by simp [haarBasis]⟩
    · have hp : (0 : ℝ) < 2 ^ ((j : ℝ) / 2) := by positivity
      refine ⟨(hm.comp ((measurable_id.const_mul ((2 : ℝ) ^ j)).sub_const (k : ℝ))).const_mul
        ((2 : ℝ) ^ ((j : ℝ) / 2)), 2 ^ ((j : ℝ) / 2), fun x => ?_⟩
      simp only [haarBasis, haarWavelet]
      rw [abs_mul, abs_of_pos hp]
      exact mul_le_of_le_one_right hp.le (h1 _)
  obtain ⟨ma, C, hC⟩ := hB a
  obtain ⟨mb, D, hD⟩ := hB b
  rw [intervalIntegrable_iff_integrableOn_Ioc_of_le zero_le_one]
  refine Integrable.of_bound (ma.mul mb).aestronglyMeasurable (C * D)
    (Filter.Eventually.of_forall fun x => ?_)
  rw [Real.norm_eq_abs, abs_mul]
  exact mul_le_mul (hC x) (hD x) (abs_nonneg _) ((abs_nonneg _).trans (hC x))

/-- The coefficient of a member in a finite Haar expansion is the overlap of the expansion
with that member. -/
theorem haar_coefficient (s : Finset (Option (Σ j : ℕ, Fin (2 ^ j))))
    (c : Option (Σ j : ℕ, Fin (2 ^ j)) → ℝ) {b : Option (Σ j : ℕ, Fin (2 ^ j))} (hb : b ∈ s) :
    ∫ x in (0 : ℝ)..1, (∑ a ∈ s, c a * haarBasis a x) * haarBasis b x = c b := by
  simp only [Finset.sum_mul, mul_assoc]
  rw [intervalIntegral.integral_finsetSum
    (fun a _ => (haarBasis_mul_integrable a b).const_mul (c a))]
  simp only [intervalIntegral.integral_const_mul, haar_orthonormal]
  simp [hb]

/-- Parseval's identity for finite Haar expansions: the integral of the square over [0,1] is
the sum of the squared coefficients. -/
theorem haar_parseval (s : Finset (Option (Σ j : ℕ, Fin (2 ^ j))))
    (c : Option (Σ j : ℕ, Fin (2 ^ j)) → ℝ) :
    ∫ x in (0 : ℝ)..1, (∑ a ∈ s, c a * haarBasis a x) ^ 2 = ∑ a ∈ s, c a ^ 2 := by
  -- write the square as one sum over pairs
  have e : ∀ x, (∑ a ∈ s, c a * haarBasis a x) ^ 2
      = ∑ p ∈ s ×ˢ s, c p.1 * c p.2 * (haarBasis p.1 x * haarBasis p.2 x) := by
    intro x
    rw [sq, Finset.sum_mul_sum, Finset.sum_product]
    exact Finset.sum_congr rfl fun a _ => Finset.sum_congr rfl fun b _ => by ring
  simp only [e]
  rw [intervalIntegral.integral_finsetSum
    (fun p _ => (haarBasis_mul_integrable p.1 p.2).const_mul (c p.1 * c p.2))]
  simp only [intervalIntegral.integral_const_mul, haar_orthonormal]
  rw [Finset.sum_product]
  refine Finset.sum_congr rfl fun a ha => ?_
  simp [ha, sq]

end

end HaarWavelets
```

```lean
#print axioms HaarWavelets.haar_orthonormal
-- 'HaarWavelets.haar_orthonormal' depends on axioms: [propext, Classical.choice, Quot.sound]
#print axioms HaarWavelets.haar_coefficient
-- 'HaarWavelets.haar_coefficient' depends on axioms: [propext, Classical.choice, Quot.sound]
#print axioms HaarWavelets.haar_parseval
-- 'HaarWavelets.haar_parseval' depends on axioms: [propext, Classical.choice, Quot.sound]
```

## From boxes to the full family

`integral_box` integrates a box function. `haarMother_integrals` writes ψ as a difference of two boxes and ψ² as one box, and `haarWavelet_integrals` carries out the substitution. `haarMother_outside` supplies the zeros outside the support.

`haarWavelet_disjoint` obtains k < n+1 and n < k+1 at a common point, and `omega` closes the contradiction with k ≠ n.

`haarWavelet_mul_finer` is the dyadic argument. Its step `same` shows that x and the left end of the fine support lie on the same side of each jump. It uses the fact that an integer N > n satisfies N ≥ n+1. The three jumps are `h0`, `h1` and `h2`.

`haar_orthonormal` separates the constant from the wavelets, then compares scales with `lt_trichotomy`. `haarBasis_mul_integrable` shows that every product is measurable and bounded, which permits the exchange of sum and integral in the last two theorems.
